# An exact bath, no larger than the impurity space, for a known ground vector in C^m ⊗ C^n

Cutting down an environment can spoil the ground energy even in a very small system. Take an impurity with two states and an environment with two states, let e_1, e_2 be the standard basis of C², and put

v = (e_1 ⊗ e_1 + e_2 ⊗ e_2)/√2,  H = −|v⟩⟨v|.

The ground energy is −1. If only one environment state is kept, the lowest energy of the truncated problem is −1/2, whichever state that is. In a larger environment the same trouble raises a question: how many environment states must be kept, and which ones, so that the ground vector and its energy come out unchanged?

For a Hermitian H on C^m ⊗ C^n with normalised ground vector v of energy E, at most m suffice. There is a subspace B of C^n, of dimension at most m, such that v lies in C^m ⊗ B and is a ground vector, with energy E, of H compressed to that space.

## The bath spanned by the environment components

Let e_i be the standard basis vectors of C^m, and write v(i, j) for the amplitude of v with the impurity in state i and the environment in state j. For each i, the amplitudes v(i, j) form a vector v_i in C^n, the environment component that goes with i. Then

v = Σ_i e_i ⊗ v_i.

Let B be the span of the vectors v_i. It is spanned by m vectors, so dim B ≤ m, and the expansion shows that v lies in C^m ⊗ B.

No smaller space would do. Let B' be any subspace of C^n. The i-th component of a product a ⊗ b is a_i b, which lies in B' whenever b does. Taking components is linear, so every vector of C^m ⊗ B' has all its components in B'. If v lies in C^m ⊗ B', then B' contains every v_i and hence contains B.

## Why compression keeps the ground energy

Let K be any subspace that contains v, and let P be the orthogonal projection onto K. The compression of H is H_K x = P H x for x in K. For x and y in K,

⟨x, H_K y⟩ = ⟨P x, H y⟩ = ⟨x, H y⟩,

so matrix elements within K are unchanged and H_K is Hermitian. The eigenvalue equation survives, because v lies in K:

H_K v = P(E v) = E v.

It remains to exclude lower eigenvalues. Let b_i now denote an orthonormal eigenbasis of H, with eigenvalues μ_i ≥ E. For every x in the full space,

⟨x, H x⟩ = Σ_i μ_i |⟨b_i, x⟩|² ≥ E Σ_i |⟨b_i, x⟩|² = E ‖x‖².

If H_K w = μ w with w ≠ 0 in K, then

μ ‖w‖² = ⟨w, H_K w⟩ = ⟨w, H w⟩ ≥ E ‖w‖²,

and therefore μ ≥ E. With K = C^m ⊗ B the claim follows.

The smallest impurity, m = 1, shows the construction at its barest. Here v = e_1 ⊗ v_1, the bath is the line through v_1, and the compressed Hamiltonian is the single number E.

In density-matrix embedding, this is the ideal case of a finite-dimensional system whose ground vector is already known. When the bath is built from an approximate state instead, the argument no longer guarantees the exact energy. Note also that m counts many-body states, not orbitals: an impurity consisting of one spatial orbital with two spin directions has m = 4.

## Ground vectors and compression in Lean

The first part works in an arbitrary finite-dimensional complex inner product space `V`; the tensor structure enters later.

```lean
import Mathlib

open Module
open scoped InnerProductSpace

namespace DensityMatrixEmbedding

noncomputable section

section Compression

variable {V : Type*} [NormedAddCommGroup V] [InnerProductSpace ℂ V] [FiniteDimensional ℂ V]
```

A ground vector is defined by three conditions: unit norm, the eigenvalue equation, and minimality of the eigenvalue.

```lean
/-- A ground vector of `T` with energy `E`: a unit eigenvector whose eigenvalue `E` is the
lowest among the real eigenvalues of `T`. -/
structure IsGroundVector (T : V →ₗ[ℂ] V) (E : ℝ) (v : V) : Prop where
  norm_one : ‖v‖ = 1
  eigen : T v = (E : ℂ) • v
  lowest : ∀ (μ : ℝ) (w : V), w ≠ 0 → T w = (μ : ℂ) • w → E ≤ μ
```

The field `lowest` compares `E` with real eigenvalues only. For a Hermitian operator these are all the eigenvalues, so the definition has its usual meaning. The definition allows degeneracy: `v` may be any one of several ground vectors.

The compression is a linear map from `K` to itself. Reading the composition from right to left, a vector of `K` is regarded as a vector of `V`, acted on by `T`, and projected back.

```lean
/-- The compression of `T` to the subspace `K`: apply `T` to a vector of `K` and project the
result orthogonally back onto `K`. -/
def compress (K : Submodule ℂ V) (T : V →ₗ[ℂ] V) : K →ₗ[ℂ] K :=
  (K.orthogonalProjectionOnto : V →ₗ[ℂ] K) ∘ₗ T ∘ₗ K.subtype
```

The next lemma is the identity ⟨x, H_K y⟩ = ⟨x, H y⟩. Mathlib's inner product is linear in its second argument, as in the physicist's convention.

```lean
/-- Between vectors of `K`, the compressed operator has the same matrix elements as the
full one. -/
theorem inner_compress (K : Submodule ℂ V) (T : V →ₗ[ℂ] V) (x y : K) :
    ⟪x, compress K T y⟫_ℂ = ⟪(x : V), T y⟫_ℂ :=
  Submodule.inner_orthogonalProjectionOnto_eq_of_mem_left x (T y)
```

Hermiticity is expressed by `IsSymmetric`, which says that ⟨T x, y⟩ = ⟨x, T y⟩ for all x and y. The proof conjugates the previous identity, so that it also applies when the compressed operator stands on the left, and then uses the symmetry of `T`. The main theorem does not call this lemma, but the lemma ensures that the real eigenvalues in `lowest` are again all the eigenvalues after compression.

```lean
/-- The compression of a Hermitian operator is Hermitian. -/
theorem compress_isSymmetric (K : Submodule ℂ V) {T : V →ₗ[ℂ] V} (hT : T.IsSymmetric) :
    (compress K T).IsSymmetric := by
  intro x y
  have h := congrArg (starRingEnd ℂ) (inner_compress K T y x)
  rw [inner_conj_symm, inner_conj_symm] at h
  rw [h, inner_compress]
  exact hT x y
```

The variational bound follows the expansion given above. The spectral theorem supplies the eigenbasis `b` and the real eigenvalues `μ`. The two rewrites with `b.sum_inner_mul_inner` insert the resolution of the identity into ⟨x, x⟩ and ⟨x, T x⟩, and `Finset.sum_le_sum` reduces the inequality to single terms. There, `h1` extracts the eigenvalue μ_i, `h2` says that the weight |⟨b_i, x⟩|² is nonnegative, and `hv.lowest` gives E ≤ μ_i.

```lean
/-- Variational principle: for a Hermitian operator `T` with ground energy `E`, the real part of
`⟨x, T x⟩` is at least `E ‖x‖²` for every vector `x`, normalised or not. -/
theorem variational_principle {T : V →ₗ[ℂ] V} (hT : T.IsSymmetric) {E : ℝ} {v : V}
    (hv : IsGroundVector T E v) (x : V) : E * ‖x‖ ^ 2 ≤ (⟪x, T x⟫_ℂ).re := by
  -- an orthonormal basis of eigenvectors
  obtain ⟨b, μ, hb⟩ : ∃ (b : OrthonormalBasis (Fin (finrank ℂ V)) ℂ V)
      (μ : Fin (finrank ℂ V) → ℝ), ∀ i, T (b i) = (μ i : ℂ) • b i :=
    ⟨hT.eigenvectorBasis rfl, hT.eigenvalues rfl, fun i => hT.apply_eigenvectorBasis rfl i⟩
  have hx : (⟪x, x⟫_ℂ).re = ‖x‖ ^ 2 := inner_self_eq_norm_sq (𝕜 := ℂ) x
  rw [← hx, ← b.sum_inner_mul_inner x x, ← b.sum_inner_mul_inner x (T x),
    Complex.re_sum, Complex.re_sum, Finset.mul_sum]
  -- compare the two expansions term by term
  refine Finset.sum_le_sum fun i _ => ?_
  have h1 : ⟪b i, T x⟫_ℂ = (μ i : ℂ) * ⟪b i, x⟫_ℂ := by
    rw [← hT (b i) x, hb i, inner_smul_left, Complex.conj_ofReal]
  have h2 : 0 ≤ (⟪x, b i⟫_ℂ * ⟪b i, x⟫_ℂ).re := by
    rw [← inner_conj_symm x (b i), ← Complex.normSq_eq_conj_mul_self, Complex.ofReal_re]
    exact Complex.normSq_nonneg _
  rw [h1, mul_left_comm, Complex.re_ofReal_mul]
  exact mul_le_mul_of_nonneg_right
    (hv.lowest (μ i) (b i) (b.orthonormal.ne_zero i) (hb i)) h2
```

The following theorem covers every subspace `K` that contains the ground vector. The notation `⟨v, hK⟩` means `v` regarded as an element of `K`, with `hK` as the proof that it belongs there.

For the eigenvalue equation, `ext_inner_left` tests both sides against every `w` in `K`, where `inner_compress` removes the projection. For minimality, the variational bound is applied to `w` in the full space, and the last line divides by the positive number ‖w‖².

```lean
/-- A ground vector of a Hermitian operator remains a ground vector, with the same energy,
after compression to any subspace that contains it. -/
theorem IsGroundVector.compress {T : V →ₗ[ℂ] V} (hT : T.IsSymmetric) {E : ℝ} {v : V}
    (hv : IsGroundVector T E v) (K : Submodule ℂ V) (hK : v ∈ K) :
    IsGroundVector (compress K T) E ⟨v, hK⟩ where
  norm_one := hv.norm_one
  eigen := by
    refine ext_inner_left ℂ fun w => ?_
    rw [inner_compress, hv.eigen]
    rfl
  lowest := by
    intro μ w hw0 hw
    -- a lower eigenvalue would violate the variational principle in the full space
    have h := variational_principle hT hv (w : V)
    have hn : (⟪w, w⟫_ℂ).re = ‖(w : V)‖ ^ 2 := inner_self_eq_norm_sq (𝕜 := ℂ) w
    rw [← inner_compress K T w w, hw, inner_smul_right, Complex.re_ofReal_mul, hn] at h
    exact le_of_mul_le_mul_right h (pow_pos (norm_pos_iff.2 hw0) 2)

end Compression
```

The theorem concerns this ground vector and its energy. The compressed operator may have quite different excited energies, and other ground vectors of a degenerate `H` may lie outside `K`.

## Impurity, environment and bath in Lean

The finite types `ι` and `κ` label the basis states of impurity and environment, so m is `Fintype.card ι` and n is the number of elements of `κ`. The tensor product C^m ⊗ C^n is represented by its amplitudes, as `EuclideanSpace ℂ (ι × κ)` with the standard inner product. A product state has amplitudes a_i b_j.

```lean
variable {ι κ : Type*} [Fintype ι]

/-- The product state `a ⊗ b` of an impurity vector `a` and an environment vector `b`. -/
def product (a : ι → ℂ) (b : κ → ℂ) : EuclideanSpace ℂ (ι × κ) :=
  WithLp.toLp 2 fun p => a p.1 * b p.2
```

The environment component v_i is `slice i v`. It is defined as a linear map, since linearity is what carries statements from product states to their superpositions.

```lean
/-- The environment component of a state that goes with the impurity basis state `i`. -/
def slice (i : ι) : EuclideanSpace ℂ (ι × κ) →ₗ[ℂ] (κ → ℂ) where
  toFun x := fun j => x (i, j)
  map_add' x y := by ext j; simp
  map_smul' c x := by ext j; simp
```

The space C^m ⊗ B is the span of all product states with environment factor in `B`.

```lean
/-- The embedding space, impurity ⊗ `B`: the span of all product states whose environment
factor lies in `B`. -/
def embeddingSpace (B : Submodule ℂ (κ → ℂ)) : Submodule ℂ (EuclideanSpace ℂ (ι × κ)) :=
  Submodule.span ℂ {x | ∃ (a : ι → ℂ) (b : κ → ℂ), b ∈ B ∧ x = product a b}
```

The bath is the span of the environment components. It sits in `κ → ℂ`, without an inner product, because only its span and dimension are needed; orthogonal projection takes place in the full space.

```lean
/-- The bath of a state `v`: the span of its environment components. -/
def bath (v : EuclideanSpace ℂ (ι × κ)) : Submodule ℂ (κ → ℂ) :=
  Submodule.span ℂ (Set.range fun i => slice i v)
```

Membership in C^m ⊗ B can be read off from the components. In the forward direction, `Submodule.span_le` reduces the claim to product states, for which `h` is the identity that the i-th component of a ⊗ b is a_i b. In the reverse direction, `hsum` is the expansion x = Σ_i e_i ⊗ x_i, with `Pi.single i 1` as e_i.

```lean
/-- A state lies in impurity ⊗ `B` exactly when all its environment components lie in `B`. -/
theorem mem_embeddingSpace (B : Submodule ℂ (κ → ℂ)) (x : EuclideanSpace ℂ (ι × κ)) :
    x ∈ embeddingSpace B ↔ ∀ i, slice i x ∈ B := by
  classical
  constructor
  · intro hx i
    have hle : embeddingSpace B ≤ B.comap (slice (ι := ι) i) := by
      refine Submodule.span_le.2 ?_
      rintro _ ⟨a, b, hb, rfl⟩
      have h : slice i (product a b) = a i • b := by
        ext j
        simp [slice, product]
      change slice i (product a b) ∈ B
      rw [h]
      exact B.smul_mem _ hb
    exact hle hx
  · intro h
    -- expand the state in the impurity basis
    have hsum : x = ∑ i, product (Pi.single i 1) (slice i x) := by
      ext ⟨i, j⟩
      simp [product, slice, Pi.single_apply]
    rw [hsum]
    exact Submodule.sum_mem _ fun i _ => Submodule.subset_span ⟨_, _, h i, rfl⟩
```

The minimality of the bath is then a statement about spans: a subspace contains all the components exactly when it contains their span.

```lean
/-- The bath of `v` is the smallest environment subspace `B` for which `v` lies in
impurity ⊗ `B`. -/
theorem mem_embeddingSpace_iff_bath_le (B : Submodule ℂ (κ → ℂ))
    (v : EuclideanSpace ℂ (ι × κ)) : v ∈ embeddingSpace B ↔ bath v ≤ B := by
  rw [mem_embeddingSpace, bath, Submodule.span_le, Set.range_subset_iff]
  rfl
```

## The exact embedding and its dimension bound

The main theorem assumes that `H` is Hermitian and that `v` is a ground vector with energy `E`. It concludes that the bath has dimension at most m, that `v` lies in the embedding space, and that `v`, as an element of that space, is a ground vector of the compressed Hamiltonian with the same `E`. The subspace is given explicitly as `bath v`. The conditions m ≥ 1 and n ≥ 1 do not appear among the hypotheses, since a vector of norm one cannot exist if either basis is empty.

The proof has three entries. The span of m vectors has dimension at most m; the bath contains itself, so the minimality lemma puts `v` in the embedding space; and the compression theorem does the rest.

```lean
/-- Exactness of the embedding: for a ground vector `v` of a Hermitian `H`, the bath of `v` has
at most the dimension of the impurity space, and `v` lies in impurity ⊗ bath and is a ground
vector of `H` compressed to that space, with the same energy. -/
theorem exact_embedding [Fintype κ]
    {H : EuclideanSpace ℂ (ι × κ) →ₗ[ℂ] EuclideanSpace ℂ (ι × κ)}
    (hH : H.IsSymmetric) {E : ℝ} {v : EuclideanSpace ℂ (ι × κ)} (hv : IsGroundVector H E v) :
    finrank ℂ (bath v) ≤ Fintype.card ι ∧
      ∃ hB : v ∈ embeddingSpace (bath v),
        IsGroundVector (compress (embeddingSpace (bath v)) H) E ⟨v, hB⟩ :=
  ⟨finrank_range_le_card (R := ℂ) fun i => slice i v,
    (mem_embeddingSpace_iff_bath_le _ v).2 le_rfl, hv.compress hH _ _⟩
```

No particular form of `H` is assumed, so interactions within the environment and between environment and impurity are allowed. The restriction is to finite dimension, and the construction takes `v` as input: it does not offer a way to find the ground vector. The embedding space has dimension m · dim B, at most m², which is a real saving when n is much larger than m. If n ≤ m, the bath may be the whole environment.

The bound m cannot be improved in general. Let impurity and environment have the same basis labels, and let v = c Σ_i e_i ⊗ e_i with c ≠ 0. The normalised state has |c| = 1/√m. Its components are c e_i, which span the whole of C^m. The last theorem states this for an arbitrary subspace `B`: if `v` lies in C^m ⊗ B, then `B` is everything.

In the proof, `hs` multiplies the i-th component by c⁻¹ to obtain e_i in `B`, and `hf` expands an arbitrary environment vector in these basis vectors.

```lean
/-- Sharpness: if impurity and environment have the same dimension and `v = c ∑ᵢ eᵢ ⊗ eᵢ` with
`c ≠ 0`, then `v` lies in impurity ⊗ `B` only when `B` is the whole environment space. -/
theorem bath_of_maximally_entangled [DecidableEq ι] {c : ℂ} (hc : c ≠ 0)
    (B : Submodule ℂ (ι → ℂ))
    (hv : (WithLp.toLp 2 fun p : ι × ι => if p.1 = p.2 then c else 0) ∈
      embeddingSpace (ι := ι) B) : B = ⊤ := by
  -- each environment component is a multiple of a basis vector
  have hs : ∀ i, (Pi.single i 1 : ι → ℂ) ∈ B := by
    intro i
    have h := B.smul_mem c⁻¹ ((mem_embeddingSpace B _).1 hv i)
    convert h using 1
    ext j
    by_cases hij : i = j
    · subst hij
      simp [slice, hc]
    · simp [slice, hij, Ne.symm hij]
  refine eq_top_iff.2 fun f _ => ?_
  have hf : f = ∑ i, f i • (Pi.single i 1 : ι → ℂ) := by
    ext j
    simp [Finset.sum_apply, Pi.single_apply]
  rw [hf]
  exact Submodule.sum_mem _ fun i _ => B.smul_mem _ (hs i)

end

end DensityMatrixEmbedding
```

The theorem speaks of the state alone, without a Hamiltonian. For the normalised state, H = −|v⟩⟨v| supplies one, with v as ground vector and E = −1; the case m = 2 is the example at the start, where one environment state was too few.

```lean
#print axioms DensityMatrixEmbedding.compress_isSymmetric
#print axioms DensityMatrixEmbedding.exact_embedding
#print axioms DensityMatrixEmbedding.bath_of_maximally_entangled
```

```
'DensityMatrixEmbedding.compress_isSymmetric' depends on axioms: [propext, Classical.choice, Quot.sound]
'DensityMatrixEmbedding.exact_embedding' depends on axioms: [propext, Classical.choice, Quot.sound]
'DensityMatrixEmbedding.bath_of_maximally_entangled' depends on axioms: [propext, Classical.choice, Quot.sound]
```
